# The sin² pulse train cancels every polynomial detuning of degree below n with the fewest ideal π pulses

To estimate the phase that a slowly varying detuning leaves on a spin under a pulse train, one can expand the detuning in powers of time and integrate term by term. For the train of $n$ pulses studied here, the terms of degree below $n$ can be struck out before any integral is done. The problems below justify that step for a classical detuning and instantaneous, perfect π pulses, and show that fewer pulses cannot do the same.

Measure time in units of the total evolution time $T$. The π pulses rotate the spin about axes perpendicular to $z$. A detuning $\delta(t)$ along $z$, given as an angular frequency, then leaves the phase $T\int_0^1 s(t)\,\delta(t)\,dt$, where the toggling sign $s$ is reversed by each pulse. This formula is the physical input; the Lean file starts from the integral.

```lean
import Mathlib

open MeasureTheory Polynomial
open scoped Real

namespace OptimisedDecoupling

noncomputable section
```

For pulse times $\tau_0,\dots,\tau_{m-1}$, let $\sigma_j(t)=1$ if $t\le\tau_j$ and $-1$ otherwise. The toggling sign is $s_\tau=\prod_{j=0}^{m-1}\sigma_j$. In Lean `τ` is an infinite sequence, of which only the first `m` entries are read. They may be any real numbers, in any order.

```lean
/-- The toggling sign of a train of `m` ideal π pulses at times `τ 0, ..., τ (m-1)`:
it is `+1` before all pulses, and each pulse reverses it. -/
def toggling (m : ℕ) (τ : ℕ → ℝ) (t : ℝ) : ℝ :=
  ∏ j ∈ Finset.range m, if t ≤ τ j then 1 else -1
```

Write $t_j=\sin^2\!\big(\pi j/(2n+2)\big)$ for `pulseTime n j`. The pulses are those with $j=1,\dots,n$, while $t_0=0$ and $t_{n+1}=1$ are the ends of the evolution.

```lean
/-- The times `sin²(π j / (2n+2))`, in units of the total evolution time. -/
def pulseTime (n j : ℕ) : ℝ := Real.sin (π * j / (2 * n + 2)) ^ 2
```

Let $s_n$ be the toggling sign of this train. Since `toggling` counts from zero, its entry `j` is $t_{j+1}$.

```lean
/-- The toggling sign of the optimised train, with pulses at `pulseTime n j`, `j = 1, ..., n`. -/
def uddSign (n : ℕ) (t : ℝ) : ℝ := toggling n (fun j => pulseTime n (j + 1)) t
```

Finally, let $\omega=e^{2\pi i/(2n+2)}$.

```lean
/-- The root of unity `exp(2πi / (2n+2))`. -/
def root (n : ℕ) : ℂ := Complex.exp (2 * π * Complex.I / ((2 * n + 2 : ℕ) : ℂ))
```

## (a) Order of the pulse times

Show that the times increase strictly up to the end of the evolution:
$$t_i<t_j\qquad(i<j\le n+1).$$

The angles $\pi i/(2n+2)<\pi j/(2n+2)$ lie in $[0,\pi/2]$, where the sine is non-negative and strictly increasing. Squaring non-negative numbers preserves their order. In the code, `h0`, `h1` and `h2` place the angles.

```lean
/-- The times `pulseTime n j` increase strictly with `j` for `j` from `0` to `n + 1`. -/
theorem pulseTime_lt {n i j : ℕ} (hij : i < j) (hj : j ≤ n + 1) :
    pulseTime n i < pulseTime n j := by
  have hj' : (j : ℝ) ≤ n + 1 := by exact_mod_cast hj
  have hij' : (i : ℝ) < j := by exact_mod_cast hij
  have hpi := Real.pi_pos
  have h0 : 0 ≤ π * i / (2 * n + 2) := by positivity
  have h1 : π * i / (2 * n + 2) < π * j / (2 * n + 2) := by gcongr
  have h2 : π * j / (2 * n + 2) ≤ π / 2 := by
    rw [div_le_div_iff₀ (by positivity) (by positivity)]
    nlinarith [mul_le_mul_of_nonneg_left hj' hpi.le]
  exact pow_lt_pow_left₀ (Real.sin_lt_sin_of_lt_of_le_pi_div_two (by linarith) h2 h1)
    (Real.sin_nonneg_of_nonneg_of_le_pi h0 (by linarith)) two_ne_zero
```

## (b) The sign between neighbouring pulses

For $0\le k\le n$, find the toggling sign after $k$ pulses:
$$s_n(t)=(-1)^k\qquad(t_k<t\le t_{k+1}).$$

By (a), pulses $1,\dots,k$ satisfy $t_j\le t_k<t$, so each contributes $-1$. Pulses $k+1,\dots,n$ satisfy $t\le t_{k+1}\le t_j$, so each contributes $+1$. Lean writes $n=k+d$ and evaluates the two groups of factors as `A` and `B`.

```lean
/-- Between the neighbouring times number `k` and `k + 1`, with `k ≤ n`, the optimised
toggling sign is `(-1)^k`. -/
theorem uddSign_eq {n k : ℕ} (hk : k ≤ n) {t : ℝ} (h1 : pulseTime n k < t)
    (h2 : t ≤ pulseTime n (k + 1)) : uddSign n t = (-1) ^ k := by
  have mono : ∀ i j, i ≤ j → j ≤ n + 1 → pulseTime n i ≤ pulseTime n j := by
    intro i j h hj
    rcases h.eq_or_lt with rfl | h
    · exact le_rfl
    · exact (pulseTime_lt h hj).le
  obtain ⟨d, rfl⟩ := Nat.exists_eq_add_of_le hk
  -- the first k pulses have acted, the other d have not
  have A : ∏ j ∈ Finset.range k,
      (if t ≤ pulseTime (k + d) (j + 1) then (1 : ℝ) else -1) = (-1) ^ k := by
    calc _ = ∏ j ∈ Finset.range k, (-1 : ℝ) := Finset.prod_congr rfl fun j hj => by
            have := Finset.mem_range.mp hj
            exact if_neg (not_le_of_gt
              (lt_of_le_of_lt (mono (j + 1) k (by omega) (by omega)) h1))
      _ = _ := by simp
  have B : ∏ j ∈ Finset.range d,
      (if t ≤ pulseTime (k + d) (k + j + 1) then (1 : ℝ) else -1) = 1 :=
    Finset.prod_eq_one fun j hj => by
      have := Finset.mem_range.mp hj
      exact if_pos (h2.trans (mono (k + 1) (k + j + 1) (by omega) (by omega)))
  simp only [uddSign, toggling, Finset.prod_range_add]
  rw [A, B, mul_one]
```

## (c) A pulse time as a frequency shift

Show that multiplying the wave $\omega^k$ by $t_k$ produces only its own frequency and the two neighbouring ones:
$$4\,\omega^k t_k=2\omega^k-\omega^{2k}-1.$$

Put $\theta=\pi k/(2n+2)$, so that $\omega^k=e^{2i\theta}$. Then $4\sin^2\theta=2-e^{2i\theta}-e^{-2i\theta}$, and multiplication by $e^{2i\theta}$ gives the claim. Lean avoids the negative exponent: `h1` is $e^{2i\theta}-1=2i\sin\theta\,e^{i\theta}$, and squaring it gives the same identity.

```lean
/-- With `w = root n ^ k`, the product `4 * w * pulseTime n k` equals `2 * w - w ^ 2 - 1`, so only
the frequencies 0, 1 and 2 occur in it. -/
theorem root_mul_pulseTime (n k : ℕ) :
    4 * root n ^ k * (pulseTime n k : ℂ) = 2 * root n ^ k - (root n ^ k) ^ 2 - 1 := by
  have hz : root n ^ k = Complex.exp ((π * k / (2 * n + 2) : ℂ) * Complex.I) ^ 2 := by
    rw [root, ← Complex.exp_nat_mul, ← Complex.exp_nat_mul]
    congr 1
    push_cast
    ring
  have hs := Complex.sin_sq_add_cos_sq (π * k / (2 * n + 2) : ℂ)
  rw [hz, Complex.exp_mul_I, pulseTime]
  push_cast
  generalize Complex.sin (π * k / (2 * n + 2) : ℂ) = S at *
  generalize Complex.cos (π * k / (2 * n + 2) : ℂ) = K at *
  have h1 : (K + S * Complex.I) ^ 2 - 1 = 2 * S * Complex.I * (K + S * Complex.I) := by
    linear_combination hs - S ^ 2 * Complex.I_sq
  linear_combination ((K + S * Complex.I) ^ 2 - 1 + 2 * S * Complex.I * (K + S * Complex.I)) * h1
    + 4 * S ^ 2 * (K + S * Complex.I) ^ 2 * Complex.I_sq
```

## (d) Missing Fourier components

Let $q<r$ and $r+q<2n+2$. Show that
$$F_q(r):=\sum_{k=0}^{2n+1}\omega^{kr}\,t_k^{\,q}=0.$$

Use induction on $q$. For $q=0$ we have $0<r<2n+2$, so $\omega^r\ne1$ and the geometric sum is
$$\frac{\omega^{r(2n+2)}-1}{\omega^r-1}=0.$$
For the step, multiply (c) by $\omega^{k(r-1)}t_k^{\,q}/4$ and sum over $k$:
$$F_{q+1}(r)=\tfrac14\big[2F_q(r)-F_q(r+1)-F_q(r-1)\big].$$
If $q+1<r$ and $r+q+1<2n+2$, all three terms on the right satisfy the conditions for $q$ and vanish. The code renames $r$ as `r + 1` to avoid subtraction; `e` is the recursion.

```lean
/-- On the circle of `2n+2` points, the `q`-th power of the pulse time has no Fourier
component at a frequency `r` with `q < r` and `r + q < 2n+2`. -/
theorem fourier_sum (n q : ℕ) : ∀ r, q < r → r + q < 2 * n + 2 →
    ∑ k ∈ Finset.range (2 * n + 2), (root n ^ k) ^ r * (pulseTime n k : ℂ) ^ q = 0 := by
  induction q with
  | zero =>
    intro r h1 h2
    have hw : IsPrimitiveRoot (root n) (2 * n + 2) :=
      Complex.isPrimitiveRoot_exp (2 * n + 2) (by omega)
    have hne : root n ^ r ≠ 1 := hw.pow_ne_one_of_pos_of_lt (by omega) (by omega)
    calc _ = ∑ k ∈ Finset.range (2 * n + 2), (root n ^ r) ^ k :=
          Finset.sum_congr rfl fun k _ => by ring
      _ = 0 := by
          rw [geom_sum_eq hne, ← pow_mul, mul_comm r, pow_mul, hw.pow_eq_one, one_pow,
            sub_self, zero_div]
  | succ q ih =>
    intro r h1 h2
    obtain ⟨r, rfl⟩ : ∃ s, r = s + 1 := ⟨r - 1, by omega⟩
    have e : ∑ k ∈ Finset.range (2 * n + 2),
        (root n ^ k) ^ (r + 1) * (pulseTime n k : ℂ) ^ (q + 1) = (1 / 4) *
        (2 * ∑ k ∈ Finset.range (2 * n + 2), (root n ^ k) ^ (r + 1) * (pulseTime n k : ℂ) ^ q
        - ∑ k ∈ Finset.range (2 * n + 2), (root n ^ k) ^ (r + 2) * (pulseTime n k : ℂ) ^ q
        - ∑ k ∈ Finset.range (2 * n + 2), (root n ^ k) ^ r * (pulseTime n k : ℂ) ^ q) := by
      simp only [Finset.mul_sum, ← Finset.sum_sub_distrib]
      refine Finset.sum_congr rfl fun k _ => ?_
      linear_combination ((root n ^ k) ^ r * (pulseTime n k : ℂ) ^ q / 4) *
        root_mul_pulseTime n k
    rw [e, ih r (by omega) (by omega), ih (r + 1) (by omega) (by omega),
      ih (r + 2) (by omega) (by omega)]
    ring
```

## (e) Alternating jumps

For $q\le n$, show that the signed jumps of $t^q$ cancel:
$$\sum_{k=0}^{n}(-1)^k\big(t_{k+1}^{\,q}-t_k^{\,q}\big)=0.$$

Since $\omega^{n+1}=-1$, (d) with $r=n+1$ gives $\sum_{k=0}^{2n+1}(-1)^k t_k^{\,q}=0$. In the second half of this sum, replace the index by $2n+1-k$ with $k=0,\dots,n$. The symmetry $\sin(\pi-x)=\sin x$ gives $t_{2n+1-k}=t_{k+1}$, and the sign becomes $-(-1)^k$. Hence
$$0=\sum_{k=0}^{n}(-1)^k t_k^{\,q}-\sum_{k=0}^{n}(-1)^k t_{k+1}^{\,q},$$
which is the claim up to an overall sign. In Lean, `h` is the full sum and `h2` the folding.

```lean
/-- For `q ≤ n` the jumps of `t^q` from `pulseTime n k` to `pulseTime n (k + 1)`, `k = 0, ..., n`,
taken with alternating signs, add up to zero. -/
theorem jump_sum {n q : ℕ} (hq : q ≤ n) : ∑ k ∈ Finset.range (n + 1),
    (-1 : ℝ) ^ k * (pulseTime n (k + 1) ^ q - pulseTime n k ^ q) = 0 := by
  have hm : root n ^ (n + 1) = -1 := by
    have hn : (n : ℂ) + 1 ≠ 0 := Nat.cast_add_one_ne_zero n
    rw [root, ← Complex.exp_nat_mul, ← Complex.exp_pi_mul_I]
    congr 1
    push_cast
    rw [show 2 * (n : ℂ) + 2 = 2 * (n + 1) by ring]
    field_simp
  have h : ∑ k ∈ Finset.range (2 * n + 2), (-1 : ℝ) ^ k * pulseTime n k ^ q = 0 := by
    apply Complex.ofReal_injective
    push_cast
    refine Eq.trans (Finset.sum_congr rfl fun k _ => ?_)
      (fourier_sum n q (n + 1) (by omega) (by omega))
    rw [← pow_mul, mul_comm k, pow_mul, hm]
  -- fold the second half of the circle onto the first
  have h2 : ∑ k ∈ Finset.range (n + 1), (-1 : ℝ) ^ (n + 1 + k) * pulseTime n (n + 1 + k) ^ q
      = -∑ k ∈ Finset.range (n + 1), (-1 : ℝ) ^ k * pulseTime n (k + 1) ^ q := by
    rw [← Finset.sum_range_reflect, ← Finset.sum_neg_distrib]
    refine Finset.sum_congr rfl fun k hk => ?_
    have hk' := Finset.mem_range.mp hk
    obtain ⟨d, rfl⟩ : ∃ d, n = k + d := ⟨n - k, by omega⟩
    have hr : pulseTime (k + d) (k + 2 * d + 1) = pulseTime (k + d) (k + 1) := by
      have hne : 2 * ((k : ℝ) + d) + 2 ≠ 0 := by positivity
      unfold pulseTime
      rw [← Real.sin_pi_sub]
      congr 2
      push_cast
      rw [eq_div_iff hne, sub_mul, div_mul_cancel₀ _ hne]
      ring
    rw [show k + d + 1 + (k + d + 1 - 1 - k) = k + 2 * d + 1 by omega, hr, pow_succ, pow_add,
      pow_mul, neg_one_sq, one_pow]
    ring
  rw [show 2 * n + 2 = (n + 1) + (n + 1) by ring, Finset.sum_range_add, h2] at h
  simp only [mul_sub, Finset.sum_sub_distrib]
  linarith
```

## (f) Integrability

Let $g$ be continuous and $a\le b$. Show that for any pulse times
$$\int_a^b|s_\tau(t)\,g(t)|\,dt<\infty,$$
with $s_\tau g$ measurable.

Without pulses this is the integrability of a continuous function. An additional pulse at $\tau_m$ multiplies the integrand by $\sigma_m=2\cdot\mathbf 1_{t\le\tau_m}-1$. The new integrand is therefore twice a restriction of the old one, minus the old one, and is again integrable. The Lean induction on `m` uses this decomposition.

```lean
/-- A toggling sign times a continuous signal is integrable on every bounded interval. -/
theorem toggling_integrable (m : ℕ) (τ : ℕ → ℝ) {g : ℝ → ℝ} (hg : Continuous g) (a b : ℝ) :
    IntervalIntegrable (fun t => toggling m τ t * g t) volume a b := by
  rw [intervalIntegrable_iff]
  induction m with
  | zero =>
    have h := hg.intervalIntegrable (μ := volume) a b
    rw [intervalIntegrable_iff] at h
    simpa [toggling] using h
  | succ m ih =>
    have ih' : Integrable (fun t => toggling m τ t * g t) (volume.restrict (Set.uIoc a b)) := ih
    have h := ((ih'.indicator (measurableSet_Iic (a := τ m))).const_mul 2).sub ih'
    refine Integrable.congr h (ae_of_all _ fun t => ?_)
    simp only [Pi.sub_apply, Set.indicator_apply, Set.mem_Iic, toggling, Finset.prod_range_succ]
    split_ifs <;> ring
```

## (g) Vanishing moments

For $m<n$, show that the train cancels a monomial detuning:
$$\int_0^1 s_n(t)\,t^m\,dt=0.$$

Split the integral at the pulse times. By (b), it equals
$$\sum_{k=0}^{n}(-1)^k\int_{t_k}^{t_{k+1}}t^m\,dt=\frac1{m+1}\sum_{k=0}^{n}(-1)^k\big(t_{k+1}^{\,m+1}-t_k^{\,m+1}\big),$$
and this vanishes by (e) with $q=m+1\le n$. The code computes each interval in `piece`; (f) permits joining them.

```lean
/-- The optimised train of `n` pulses cancels the moment of `t^m` for every `m < n`. -/
theorem udd_moment {n m : ℕ} (hm : m < n) : ∫ t in (0 : ℝ)..1, uddSign n t * t ^ m = 0 := by
  have piece : ∀ k ∈ Finset.range (n + 1),
      ∫ t in (pulseTime n k)..(pulseTime n (k + 1)), uddSign n t * t ^ m =
      (-1) ^ k * (pulseTime n (k + 1) ^ (m + 1) - pulseTime n k ^ (m + 1)) / (m + 1) := by
    intro k hk
    have hk' := Finset.mem_range.mp hk
    have hle := (pulseTime_lt (n := n) (Nat.lt_succ_self k) (by omega)).le
    rw [mul_div_assoc, ← integral_pow, ← intervalIntegral.integral_const_mul]
    apply intervalIntegral.integral_congr_ae
    refine ae_of_all _ fun t ht => ?_
    rw [Set.uIoc_of_le hle] at ht
    rw [uddSign_eq (by omega) ht.1 ht.2]
  have h0 : pulseTime n 0 = 0 := by simp [pulseTime]
  have h1 : pulseTime n (n + 1) = 1 := by
    have h : π * ((n + 1 : ℕ) : ℝ) / (2 * n + 2) = π / 2 := by
      push_cast
      rw [div_eq_div_iff (by positivity) two_ne_zero]
      ring
    rw [pulseTime, h, Real.sin_pi_div_two, one_pow]
  have h := intervalIntegral.sum_integral_adjacent_intervals (a := pulseTime n) (n := n + 1)
    (μ := volume) (f := fun t => uddSign n t * t ^ m)
    (fun k _ => toggling_integrable n _ (continuous_pow m) _ _)
  rw [h0, h1, Finset.sum_congr rfl piece, ← Finset.sum_div,
    jump_sum (by omega : m + 1 ≤ n), zero_div] at h
  exact h.symm
```

## (h) A detuning that survives

Given any $m$ pulse times, find a polynomial $p$ of degree exactly $m$ with
$$\int_0^1 s_\tau(t)\,p(t)\,dt>0.$$

Take $p(t)=\prod_{j=0}^{m-1}(\tau_j-t)$. Each factor satisfies $\sigma_j(t)(\tau_j-t)=|\tau_j-t|$, so the integrand is $\prod_j|\tau_j-t|$. It is continuous, non-negative, and zero only at the finitely many pulse times, so its integral is positive. For $m=0$ the product is $1$, and so is the integral. Lean obtains the product of absolute values in `e`, then picks a point `c` of $[0,1]$ that is not a pulse time.

```lean
/-- For any `m` pulse times there is a polynomial signal of degree `m` whose integral
against the toggling sign is positive. -/
theorem exists_uncancelled (m : ℕ) (τ : ℕ → ℝ) :
    ∃ p : ℝ[X], p.degree = m ∧ 0 < ∫ t in (0 : ℝ)..1, toggling m τ t * p.eval t := by
  refine ⟨∏ j ∈ Finset.range m, (C (τ j) - X), ?_, ?_⟩
  · have h : ∀ a : ℝ, (C a - X : ℝ[X]).degree = 1 := fun a => by
      rw [← neg_sub, degree_neg, degree_X_sub_C]
    simp [degree_prod, h]
  · -- the signal changes sign exactly where the toggling sign does
    have e : (fun t => toggling m τ t * (∏ j ∈ Finset.range m, (C (τ j) - X)).eval t) =
        fun t => ∏ j ∈ Finset.range m, |τ j - t| := by
      funext t
      rw [toggling, eval_prod, ← Finset.prod_mul_distrib]
      refine Finset.prod_congr rfl fun j _ => ?_
      rw [eval_sub, eval_C, eval_X]
      split_ifs with h
      · rw [abs_of_nonneg (by linarith), one_mul]
      · rw [abs_of_neg (by linarith), neg_one_mul]
    rw [e]
    obtain ⟨c, hc, hcτ⟩ := (Set.Icc_infinite (zero_lt_one (α := ℝ))).exists_notMem_finset
      ((Finset.range m).image τ)
    refine intervalIntegral.integral_pos zero_lt_one (by fun_prop)
      (fun t _ => Finset.prod_nonneg fun j _ => abs_nonneg _) ⟨c, hc, ?_⟩
    refine Finset.prod_pos fun j hj => abs_pos.mpr fun h => hcτ ?_
    exact Finset.mem_image.mpr ⟨j, hj, by linarith⟩
```

## (i) Cancellation with the fewest pulses

Show that the train cancels every real polynomial of degree below $n$,
$$\int_0^1 s_n(t)\,p(t)\,dt=0\qquad(\deg p<n),$$
and that for every $m<n$ and every choice of $m$ pulse times some $p$ with $\deg p<n$ has
$$\int_0^1 s_\tau(t)\,p(t)\,dt\ne0.$$

For the first part, write $p(t)=\sum_{i=0}^{n-1}a_it^i$ and apply (g) to each term. For the second, the polynomial from (h) has degree $m<n$. The two branches after `constructor` are these two arguments.

In the second part $p$ may depend on the pulse times: a shorter train can still cancel a particular detuning. Coincident pulses and pulses outside $[0,1]$ are allowed. For $n=0$ only the zero polynomial has degree below $n$, and there is no shorter train.

For $n=1$ the pulse sits at $t=1/2$, the spin echo, and cancels a constant detuning. For $n=2$ the pulses sit at $1/4$ and $3/4$ and also cancel a linear drift. The degree bound cannot be relaxed to $\deg p\le n$: for $n=1$ and $p(t)=t$ the integral is $\tfrac18-\tfrac38=-\tfrac14$.

The prefix `udd` refers to Uhrig dynamical decoupling. A quantum bath, whose operators at different times need not commute, requires a separate argument, as do pulses of finite length or with rotation errors.

```lean
/-- The optimised train of `n` pulses cancels every polynomial signal of degree below `n`,
and no train of fewer than `n` pulses, at whatever times, cancels them all. -/
theorem udd_optimal (n : ℕ) :
    (∀ p : ℝ[X], p.degree < n → ∫ t in (0 : ℝ)..1, uddSign n t * p.eval t = 0) ∧
    ∀ m < n, ∀ τ : ℕ → ℝ, ∃ p : ℝ[X], p.degree < n ∧
      ∫ t in (0 : ℝ)..1, toggling m τ t * p.eval t ≠ 0 := by
  constructor
  · intro p hp
    by_cases hp0 : p = 0
    · simp [hp0]
    have hd : p.natDegree < n := (natDegree_lt_iff_degree_lt hp0).mpr hp
    -- expand the signal in monomials and use the vanishing moments
    simp_rw [eval_eq_sum_range' hd, Finset.mul_sum]
    rw [intervalIntegral.integral_finsetSum]
    · refine Finset.sum_eq_zero fun i hi => ?_
      simp_rw [mul_left_comm _ (p.coeff i)]
      rw [intervalIntegral.integral_const_mul, udd_moment (Finset.mem_range.mp hi), mul_zero]
    · intro i _
      exact toggling_integrable n _ (g := fun t => p.coeff i * t ^ i) (by fun_prop) _ _
  · intro m hm τ
    obtain ⟨p, hp, hpos⟩ := exists_uncancelled m τ
    exact ⟨p, by rw [hp]; exact_mod_cast hm, hpos.ne'⟩

end

end OptimisedDecoupling
```

```lean
#print axioms OptimisedDecoupling.udd_optimal
-- 'OptimisedDecoupling.udd_optimal' depends on axioms: [propext, Classical.choice, Quot.sound]
```
